# Opposite exchange couplings can give a core s shell a contact spin density of either sign: a two-function model

A core orbital is specified here by a property and not by a formula: it is any normalised eigenvector whose energy is no higher than any eigenvalue of the Hamiltonian. Its overall sign stays free, so every result below holds for whichever sign a diagonaliser returns.

## Two s functions and two spins

```lean
import Mathlib

open Matrix

namespace CoreSpinPolarization

noncomputable section
```

Take two real, orthonormal s functions with level spacing $d$. An electron of spin $+$ has the Hamiltonian

$$H(d,k)=\begin{pmatrix}0&k\\k&d\end{pmatrix},$$

and one of spin $-$ has $H(d,-k)$. The two functions are taken to diagonalise the spin-averaged Hamiltonian. Exchange with an open valence shell differs for the two core spins, and the real number $k$ is half the resulting difference (spin $+$ minus spin $-$) between their off-diagonal elements. It is an input, not the outcome of a self-consistent calculation, and any spin dependence of the diagonal elements is neglected.

```lean
/-- The Hamiltonian of a core s orbital in a basis of two s functions, with level
spacing `d` and coupling `k`. -/
def coreHamiltonian (d k : ℝ) : Matrix (Fin 2) (Fin 2) ℝ := !![0, k; k, d]
```

In `IsCoreOrbital`, the field `normalised` says $u_0^2+u_1^2=1$. The field `lowest` supplies an energy $E$ with $Hu=Eu$ that is at most the eigenvalue of any nonzero eigenvector $w$.

```lean
/-- A core orbital of `H` is a normalised eigenvector whose energy is the lowest
eigenvalue of `H`. -/
structure IsCoreOrbital (H : Matrix (Fin 2) (Fin 2) ℝ) (u : Fin 2 → ℝ) : Prop where
  normalised : u ⬝ᵥ u = 1
  lowest : ∃ E : ℝ, H *ᵥ u = E • u ∧
    ∀ (E' : ℝ) (w : Fin 2 → ℝ), w ≠ 0 → H *ᵥ w = E' • w → E ≤ E'
```

The basis functions have real amplitudes $a$ and $b$ at the nucleus. An orbital $u$ then has the contact density $(au_0+bu_1)^2$.

```lean
/-- The density at the nucleus of an orbital `u`, where the two basis functions have
the amplitudes `a` and `b` at the nucleus. -/
def contactDensity (a b : ℝ) (u : Fin 2 → ℝ) : ℝ := (a * u 0 + b * u 1) ^ 2
```

The contact spin density $\rho$ is the density of the spin-plus orbital $u$ minus that of the spin-minus orbital $v$.

```lean
/-- The contact spin density: the density at the nucleus of the spin-plus orbital `u`
minus that of the spin-minus orbital `v`. -/
def contactSpinDensity (a b : ℝ) (u v : Fin 2 → ℝ) : ℝ :=
  contactDensity a b u - contactDensity a b v
```

In the non-relativistic Fermi contact picture, this quantity feeds the isotropic hyperfine coupling; the model treats one core shell with fixed couplings.

Two abbreviations complete the setting. The first is $g=\sqrt{d^2+4k^2}$, called `gap`.

```lean
/-- The splitting `√(d² + 4k²)` of the two coupled levels. -/
def gap (d k : ℝ) : ℝ := Real.sqrt (d ^ 2 + 4 * k ^ 2)
```

The second is a trial vector, with $p=(d+g)/2$ and $N=\sqrt{p^2+k^2}$: its components are $p/N$ and $-k/N$.

```lean
/-- The normalised combination of the two basis functions with coefficients in the
ratio `(d + gap) / 2 : -k`, for `d > 0`. -/
def polarizedOrbital (d k : ℝ) : Fin 2 → ℝ :=
  ![(d + gap d k) / 2 / Real.sqrt (((d + gap d k) / 2) ^ 2 + k ^ 2),
    -k / Real.sqrt (((d + gap d k) / 2) ^ 2 + k ^ 2)]
```

## (a) Squaring the splitting

Show that $g^2=d^2+4k^2$.

**Solution.** The radicand is a sum of squares, hence non-negative, and squaring undoes the root. `positivity` supplies the non-negativity.

```lean
/-- The square of the level splitting is `d² + 4k²`. -/
lemma gap_sq (d k : ℝ) : gap d k ^ 2 = d ^ 2 + 4 * k ^ 2 :=
  Real.sq_sqrt (by positivity)
```

## (b) The sign of the splitting

For $d>0$, show that $g>0$.

**Solution.** Now $d^2>0$ and $4k^2\ge 0$, so the radicand is positive, and so is its root.

```lean
/-- The level splitting is positive when `d > 0`. -/
lemma gap_pos {d : ℝ} (hd : 0 < d) (k : ℝ) : 0 < gap d k :=
  Real.sqrt_pos.2 (by positivity)
```

## (c) The eigenvalue equation in components

Show that $H(d,k)u=Eu$ is equivalent to

$$ku_1=Eu_0,\qquad ku_0+du_1=Eu_1 .$$

**Solution.** Multiply out the two rows. Lean reads off the components with `congrFun` in one direction and checks them one at a time in the other.

```lean
/-- The eigenvalue equation of the core Hamiltonian, written in components. -/
lemma eigen_iff (d k E : ℝ) (u : Fin 2 → ℝ) :
    coreHamiltonian d k *ᵥ u = E • u ↔
      k * u 1 = E * u 0 ∧ k * u 0 + d * u 1 = E * u 1 := by
  constructor
  · intro h
    have h0 := congrFun h 0
    have h1 := congrFun h 1
    simp only [coreHamiltonian, Matrix.mulVec, dotProduct, Fin.sum_univ_two,
      Pi.smul_apply, smul_eq_mul] at h0 h1
    change 0 * u 0 + k * u 1 = E * u 0 at h0
    change k * u 0 + d * u 1 = E * u 1 at h1
    exact ⟨by linarith, h1⟩
  · rintro ⟨h0, h1⟩
    ext i
    fin_cases i
    · simpa [coreHamiltonian, Matrix.mulVec, dotProduct, Fin.sum_univ_two] using h0
    · simpa [coreHamiltonian, Matrix.mulVec, dotProduct, Fin.sum_univ_two] using h1
```

## (d) The possible energies

Let $w\neq0$ satisfy $H(d,k)w=Ew$. Show that

$$E=\frac{d-g}{2}\quad\text{or}\quad E=\frac{d+g}{2}.$$

**Solution.** Using (c) twice,

$$E^2w_0=Ekw_1=k^2w_0+dkw_1=k^2w_0+dEw_0,$$
$$E^2w_1=kEw_0+dEw_1=k^2w_1+dEw_1 .$$

So $E^2-dE-k^2$ annihilates both components. By (a) it factorises as $\left(E-\frac{d-g}2\right)\left(E-\frac{d+g}2\right)$. Some component of $w$ is nonzero, so one factor vanishes.

The equations `e0` and `e1` are these two annihilation statements. The case split then says that a nonzero polynomial would force $w=0$.

```lean
/-- Every eigenvalue of the core Hamiltonian is one of the two energies
`(d ± gap) / 2`. -/
theorem energy_levels {d k E : ℝ} {w : Fin 2 → ℝ} (hw : w ≠ 0)
    (h : coreHamiltonian d k *ᵥ w = E • w) :
    E = (d - gap d k) / 2 ∨ E = (d + gap d k) / 2 := by
  obtain ⟨h0, h1⟩ := (eigen_iff d k E w).1 h
  have hs := gap_sq d k
  -- the secular polynomial annihilates both components
  have e0 : (E - (d - gap d k) / 2) * (E - (d + gap d k) / 2) * w 0 = 0 := by
    linear_combination (-(E - d)) * h0 - k * h1 - (1 / 4) * w 0 * hs
  have e1 : (E - (d - gap d k) / 2) * (E - (d + gap d k) / 2) * w 1 = 0 := by
    linear_combination (-k) * h0 - E * h1 - (1 / 4) * w 1 * hs
  by_cases hQ : (E - (d - gap d k) / 2) * (E - (d + gap d k) / 2) = 0
  · rcases mul_eq_zero.1 hQ with h2 | h2
    · exact Or.inl (sub_eq_zero.1 h2)
    · exact Or.inr (sub_eq_zero.1 h2)
  · exfalso
    apply hw
    ext i
    fin_cases i
    · exact (mul_eq_zero.1 e0).resolve_left hQ
    · exact (mul_eq_zero.1 e1).resolve_left hQ
```

## (e) A core orbital exists

For $d>0$, show that the trial vector is a core orbital of $H(d,k)$:

$$u=\frac1N\begin{pmatrix}p\\-k\end{pmatrix},\qquad E=\frac{d-g}2 .$$

**Solution.** Since $p>0$, also $N>0$, and the norm is $(p^2+k^2)/N^2=1$. By (a), $Ep=(d^2-g^2)/4=-k^2$, which is the first component equation multiplied by $N$. The second follows from $kp-dk=k(g-d)/2=-Ek$. By (d) the only other possible energy is $(d+g)/2$, which is higher because $g>0$.

The Lean proof has one bullet for each of these four checks. Applied to $k$ and to $-k$, the theorem supplies orbitals for both spins.

```lean
/-- For `d > 0` the orbital `polarizedOrbital d k` is a core orbital of the core
Hamiltonian. -/
theorem isCoreOrbital_witness {d : ℝ} (hd : 0 < d) (k : ℝ) :
    IsCoreOrbital (coreHamiltonian d k) (polarizedOrbital d k) := by
  have hs := gap_sq d k
  have hp := gap_pos hd k
  obtain ⟨N, hN⟩ : ∃ N, N = Real.sqrt (((d + gap d k) / 2) ^ 2 + k ^ 2) := ⟨_, rfl⟩
  have hu : polarizedOrbital d k = ![(d + gap d k) / 2 / N, -k / N] := by
    rw [hN]; rfl
  have hNsq : N ^ 2 = ((d + gap d k) / 2) ^ 2 + k ^ 2 := by
    rw [hN]; exact Real.sq_sqrt (by positivity)
  have hNpos : 0 < N := by
    rw [hN]; exact Real.sqrt_pos.2 (by positivity)
  rw [hu]
  refine ⟨?_, (d - gap d k) / 2, (eigen_iff _ _ _ _).2 ⟨?_, ?_⟩, ?_⟩
  · rw [dotProduct, Fin.sum_univ_two]
    change (d + gap d k) / 2 / N * ((d + gap d k) / 2 / N) + -k / N * (-k / N) = 1
    have e : (d + gap d k) / 2 / N * ((d + gap d k) / 2 / N) + -k / N * (-k / N)
        = (((d + gap d k) / 2) ^ 2 + k ^ 2) / N ^ 2 := by ring
    rw [e, ← hNsq, div_self (pow_ne_zero 2 hNpos.ne')]
  · change k * (-k / N) = (d - gap d k) / 2 * ((d + gap d k) / 2 / N)
    linear_combination (1 / 4) * N⁻¹ * hs
  · change k * ((d + gap d k) / 2 / N) + d * (-k / N) = (d - gap d k) / 2 * (-k / N)
    ring
  · intro E' w hw h
    rcases energy_levels hw h with h2 | h2 <;> linarith
```

## (f) The energy of every core orbital

For $d>0$, show that any core orbital $u$ of $H(d,k)$ satisfies

$$H(d,k)u=\frac{d-g}2\,u .$$

**Solution.** Normalisation makes $u$ nonzero, so (d) leaves two candidates for its energy $E$. The vector $(p,-k)$ is nonzero and has energy $(d-g)/2$, so minimality gives $E\le(d-g)/2$. This excludes the upper level.

The inequality is `hle` in Lean. It uses the unnormalised vector, which the definition allows for comparison; dividing by $N$ gives the orbital of (e).

```lean
/-- For `d > 0` every core orbital has the energy `(d - gap) / 2`. -/
theorem core_energy {d k : ℝ} (hd : 0 < d) {u : Fin 2 → ℝ}
    (hu : IsCoreOrbital (coreHamiltonian d k) u) :
    coreHamiltonian d k *ᵥ u = ((d - gap d k) / 2) • u := by
  obtain ⟨hn, E, hE, hmin⟩ := hu
  have hp := gap_pos hd k
  have hu0 : u ≠ 0 := by
    intro h
    simp [h] at hn
  -- an explicit eigenvector shows that the lower level is attained
  have hle : E ≤ (d - gap d k) / 2 := by
    refine hmin _ ![(d + gap d k) / 2, -k] ?_ ((eigen_iff _ _ _ _).2 ⟨?_, ?_⟩)
    · intro h
      have h1 : (d + gap d k) / 2 = 0 := congrFun h 0
      linarith
    · change k * (-k) = (d - gap d k) / 2 * ((d + gap d k) / 2)
      linear_combination (1 / 4) * gap_sq d k
    · change k * ((d + gap d k) / 2) + d * (-k) = (d - gap d k) / 2 * (-k)
      ring
  rcases energy_levels hu0 hE with h | h
  · rw [← h]; exact hE
  · exfalso; linarith
```

## (g) Populations and coherence

For $d>0$ and a core orbital $u$ of $H(d,k)$, show that

$$u_0^2=\frac12\left(1+\frac dg\right),\quad u_1^2=\frac12\left(1-\frac dg\right),\quad u_0u_1=-\frac kg .$$

**Solution.** Set $E=(d-g)/2$. Multiply the first equation of (c) by $u_1$ and the second by $u_0$, then add. With $u_0^2+u_1^2=1$ this gives

$$k+du_0u_1=2Eu_0u_1,\qquad\text{so}\qquad k=-g\,u_0u_1 .$$

Next multiply the first by $u_0$ and the second by $u_1$, and add:

$$2ku_0u_1+du_1^2=E .$$

Inserting the coherence $u_0u_1$,

$$du_1^2=\frac{d-g}2+\frac{2k^2}g=\frac{dg-g^2+4k^2}{2g}=\frac{d(g-d)}{2g}.$$

Division by $d$ gives $u_1^2$, and normalisation gives $u_0^2$.

In Lean, `hm` is the coherence and `hy` the population $u_1^2$, each multiplied by $g$. The multipliers in `linear_combination` are the ones used by hand.

```lean
/-- For `d > 0` the populations of the two basis functions in a core orbital are
`(1 ± d / gap) / 2`, and the product of its coefficients is `-k / gap`. -/
theorem core_populations {d k : ℝ} (hd : 0 < d) {u : Fin 2 → ℝ}
    (hu : IsCoreOrbital (coreHamiltonian d k) u) :
    u 0 ^ 2 = (1 + d / gap d k) / 2 ∧ u 1 ^ 2 = (1 - d / gap d k) / 2 ∧
      u 0 * u 1 = -k / gap d k := by
  obtain ⟨h0, h1⟩ := (eigen_iff _ _ _ _).1 (core_energy hd hu)
  have hn := hu.normalised
  rw [dotProduct, Fin.sum_univ_two] at hn
  have hs := gap_sq d k
  have hp := gap_pos hd k
  have hdg : d / gap d k * gap d k = d := div_mul_cancel₀ d hp.ne'
  have hm : u 0 * u 1 * gap d k = -k := by
    linear_combination u 1 * h0 + u 0 * h1 - k * hn
  -- the energy expectation value fixes the population of the upper function
  have hy : gap d k * u 1 ^ 2 = (gap d k - d) / 2 := by
    apply mul_left_cancel₀ hd.ne'
    linear_combination gap d k * (u 0 * h0 + u 1 * h1)
      + gap d k * ((d - gap d k) / 2) * hn - 2 * k * hm - (1 / 2) * hs
  refine ⟨?_, ?_, ?_⟩
  · apply mul_left_cancel₀ hp.ne'
    linear_combination gap d k * hn - hy - (1 / 2) * hdg
  · apply mul_left_cancel₀ hp.ne'
    linear_combination hy + (1 / 2) * hdg
  · rw [eq_div_iff hp.ne']
    exact hm
```

## (h) The contact spin density

For $d>0$, let $u$ and $v$ be core orbitals of $H(d,k)$ and $H(d,-k)$. Show that

$$\rho=-\frac{4abk}{\sqrt{d^2+4k^2}} .$$

**Solution.** Expand the density:

$$(au_0+bu_1)^2=a^2u_0^2+b^2u_1^2+2ab\,u_0u_1 .$$

Changing $k$ to $-k$ leaves $g$ and the populations alone but reverses the coherence. The first two terms therefore cancel between the spins, and

$$\rho=2ab\left(-\frac kg-\frac kg\right)=-\frac{4abk}g .$$

The three terms of the final `linear_combination` are the two population differences and the coherence difference.

```lean
/-- For `d > 0`, core orbitals of the two spins with opposite couplings `k` and `-k`
have the contact spin density `-4abk / √(d² + 4k²)`. -/
theorem contact_spin_density {d k : ℝ} (hd : 0 < d) (a b : ℝ) {u v : Fin 2 → ℝ}
    (hu : IsCoreOrbital (coreHamiltonian d k) u)
    (hv : IsCoreOrbital (coreHamiltonian d (-k)) v) :
    contactSpinDensity a b u v = -4 * a * b * k / Real.sqrt (d ^ 2 + 4 * k ^ 2) := by
  obtain ⟨u0, u1, um⟩ := core_populations hd hu
  obtain ⟨v0, v1, vm⟩ := core_populations hd hv
  have hg : gap d (-k) = gap d k := by simp [gap]
  rw [hg] at v0 v1 vm
  change _ = -4 * a * b * k / gap d k
  unfold contactSpinDensity contactDensity
  -- populations cancel between the spins, the cross terms add
  linear_combination a ^ 2 * (u0 - v0) + b ^ 2 * (u1 - v1) + 2 * a * b * (um - vm)
```

## (i) Which spin dominates at the nucleus

Under the assumptions of (h), show that

$$\rho>0\iff abk<0,\qquad \rho<0\iff abk>0 .$$

**Solution.** The denominator in (h) is positive, so $\rho$ has the sign of $-4abk$. Lean clears the denominator with `lt_div_iff₀` and `div_lt_iff₀`, leaving linear inequalities.

```lean
/-- For `d > 0` the contact spin density is positive exactly when `abk < 0` and
negative exactly when `abk > 0`. -/
theorem contact_spin_density_sign {d k : ℝ} (hd : 0 < d) (a b : ℝ) {u v : Fin 2 → ℝ}
    (hu : IsCoreOrbital (coreHamiltonian d k) u)
    (hv : IsCoreOrbital (coreHamiltonian d (-k)) v) :
    (0 < contactSpinDensity a b u v ↔ a * b * k < 0) ∧
      (contactSpinDensity a b u v < 0 ↔ 0 < a * b * k) := by
  have hp : 0 < Real.sqrt (d ^ 2 + 4 * k ^ 2) := gap_pos hd k
  rw [contact_spin_density hd a b hu hv, lt_div_iff₀ hp, div_lt_iff₀ hp, zero_mul]
  constructor <;> constructor <;> intro h <;> linarith
```

## (j) Restricted orbitals

For $d>0$, let $u$ and $v$ both be core orbitals of $H(d,0)$. Show that $\rho=0$.

**Solution.** Put $k=0$ in (h); since $-0=0$, both spins have the required Hamiltonian. Equivalently, (g) gives $u_0^2=v_0^2=1$ and $u_1=v_1=0$, so each spin contributes $a^2$. The two orbitals may still differ in sign.

```lean
/-- For `d > 0`, restricted orbitals, with `k = 0` for both spins, have zero contact
spin density. -/
theorem restricted_contact_spin_density {d : ℝ} (hd : 0 < d) (a b : ℝ)
    {u v : Fin 2 → ℝ} (hu : IsCoreOrbital (coreHamiltonian d 0) u)
    (hv : IsCoreOrbital (coreHamiltonian d 0) v) :
    contactSpinDensity a b u v = 0 := by
  have h := contact_spin_density hd a b hu (by rwa [neg_zero])
  simpa using h
```

## (k) A ceiling on the polarization

Under the assumptions of (h), let $ab\neq0$. Show that

$$|\rho|<2|ab| .$$

**Solution.** Since $d^2>0$, we have $2|k|<g$. Hence

$$|\rho|=2|ab|\,\frac{2|k|}g<2|ab| .$$

If $ab=0$, both sides vanish and the strict inequality fails. In Lean, `hk` is the bound on $2|k|$ and `e` rewrites the absolute value of the numerator.

```lean
/-- For `d > 0` and nonzero amplitudes at the nucleus, the magnitude of the contact
spin density is below `2|ab|` for every coupling `k`. -/
theorem contact_spin_density_bound {d k : ℝ} (hd : 0 < d) {a b : ℝ} (hab : a * b ≠ 0)
    {u v : Fin 2 → ℝ} (hu : IsCoreOrbital (coreHamiltonian d k) u)
    (hv : IsCoreOrbital (coreHamiltonian d (-k)) v) :
    |contactSpinDensity a b u v| < 2 * |a * b| := by
  have hp : 0 < Real.sqrt (d ^ 2 + 4 * k ^ 2) := gap_pos hd k
  have hk : 2 * |k| < Real.sqrt (d ^ 2 + 4 * k ^ 2) := by
    apply Real.lt_sqrt_of_sq_lt
    rw [mul_pow, sq_abs]
    nlinarith [pow_pos hd 2]
  have e : |-4 * a * b * k| = 2 * |a * b| * (2 * |k|) := by
    rw [show -4 * a * b * k = -(4 * ((a * b) * k)) by ring, abs_neg, abs_mul,
      abs_mul (a * b) k, abs_of_pos (by norm_num : (0 : ℝ) < 4)]
    ring
  rw [contact_spin_density hd a b hu hv, abs_div, abs_of_pos hp, div_lt_iff₀ hp, e]
  nlinarith [mul_pos (abs_pos.2 hab) (sub_pos.2 hk)]

end

end CoreSpinPolarization
```

## Numbers for $d=3$, $k=2$

Here $g=\sqrt{9+16}=5$, and the energies are $-1$ and $4$. The core orbitals are $u=(2,-1)/\sqrt5$ and $v=(2,1)/\sqrt5$, up to sign. With $a=b=1$ the contact densities are $1/5$ and $9/5$, so $\rho=-8/5$. The formula in (h) gives $-4\cdot2/5=-8/5$ as well, and the magnitude is below the ceiling of $2$. Changing $b$ to $-1$ at fixed $k$ exchanges the two densities and gives $\rho=+8/5$. Merely reversing the sign of the second basis function would change the sign of $k$ as well and leave $\rho$ as it was. The coupling is large here to keep the arithmetic simple. In a real core $|k|$ is typically much smaller than $d$; then $\rho\approx-4abk/d$, far below the ceiling in magnitude.

```lean
#print axioms CoreSpinPolarization.contact_spin_density
#print axioms CoreSpinPolarization.contact_spin_density_sign
#print axioms CoreSpinPolarization.restricted_contact_spin_density
#print axioms CoreSpinPolarization.contact_spin_density_bound
```

```
'CoreSpinPolarization.contact_spin_density' depends on axioms: [propext, Classical.choice, Quot.sound]
'CoreSpinPolarization.contact_spin_density_sign' depends on axioms: [propext, Classical.choice, Quot.sound]
'CoreSpinPolarization.restricted_contact_spin_density' depends on axioms: [propext, Classical.choice, Quot.sound]
'CoreSpinPolarization.contact_spin_density_bound' depends on axioms: [propext, Classical.choice, Quot.sound]
```
